# To first order, a cubic term displaces the oscillator ground state by the mean force over the force constant

The displacement is taken here as the derivative of a normalised expectation value, \(\int x\psi^2/\int\psi^2\), along the line \(\psi_0+t\psi_1\), where \(\psi_0\) is the oscillator ground state, \(\psi_1\) its first-order correction and \(t\) the strength of the perturbation. No perturbed eigenstate is needed. This matters for \(x^3\), since \(x^2/2+tx^3\) is unbounded below for every \(t\neq0\).

```lean
import Mathlib

open Polynomial MeasureTheory

namespace ZeroPointBondExpansion

noncomputable section
```

## Oscillator, states and response equation

In units with \(\hbar\), mass and force constant equal to one, \(H_0=-\tfrac12\,d^2/dx^2+x^2/2\). It acts on real functions through Lean's actual second derivative.

```lean
/-- The harmonic oscillator Hamiltonian `-(1/2) d²/dx² + x²/2` acting on a wavefunction. -/
def oscillator (ψ : ℝ → ℝ) (x : ℝ) : ℝ :=
  -(deriv (deriv ψ) x) / 2 + x ^ 2 / 2 * ψ x
```

States have the form \(p(x)e^{-x^2/2}\) with \(p\) a real polynomial, an element of `ℝ[X]`. The code's ground state `state 1` is unnormalised; the normalised one is \(\psi_0=\pi^{-1/4}e^{-x^2/2}\).

```lean
/-- The wavefunction `p(x) exp(-x²/2)`; the choice `p = 1` is the oscillator ground state without
its normalisation factor. -/
def state (p : ℝ[X]) (x : ℝ) : ℝ := p.eval x * Real.exp (-x ^ 2 / 2)
```

For a polynomial perturbation \(V\), write \(\psi_1=f\psi_0\). The Sternheimer equation is
\[(H_0-\tfrac12)(f\psi_0)=-(V-E)\psi_0 .\]
The common normalisation factor cancels. The constant \(E\) is left free, and its value will follow from the equation.

```lean
/-- The Sternheimer equation `(H0 - 1/2) (f ψ0) = -(V - E) ψ0` for the perturbation `V`. -/
def Sternheimer (V f : ℝ[X]) (E : ℝ) : Prop :=
  ∀ x, oscillator (state f) x - 1 / 2 * state f x = -(V.eval x - E) * state 1 x
```

The mean position is a quotient, so it needs no normalised input.

```lean
/-- The mean position `∫ x ψ² / ∫ ψ²` of a real wavefunction that is square integrable,
not almost everywhere zero, and for which `x ψ²` is integrable. -/
def meanPosition (ψ : ℝ → ℝ) : ℝ := (∫ x, x * ψ x ^ 2) / (∫ x, ψ x ^ 2)
```

## Gaussian averages

Write \(\langle p\rangle=\pi^{-1/2}\int p(x)\,e^{-x^2}dx\), the expectation value of \(p\) in \(\psi_0\). The integral converges for each monomial, hence for each polynomial by addition, which is the induction below.

```lean
/-- Every polynomial is integrable against the Gaussian density `exp(-x²)`. -/
theorem integrable_gauss (p : ℝ[X]) :
    Integrable (fun x : ℝ => p.eval x * Real.exp (-x ^ 2)) := by
  induction p using Polynomial.induction_on' with
  | add p q hp hq =>
    refine (hp.add hq).congr (Filter.Eventually.of_forall fun x => ?_)
    simp [add_mul]
  | monomial n a =>
    have hn : (-1 : ℝ) < (n : ℝ) := by
      have := Nat.cast_nonneg (α := ℝ) n
      linarith
    have h := (integrable_rpow_mul_exp_neg_mul_sq (b := 1) one_pos hn).const_mul a
    refine h.congr (Filter.Eventually.of_forall fun x => ?_)
    simp [eval_monomial, Real.rpow_natCast, mul_assoc]
```

The average is therefore linear in \(p\), and it is stored as a linear map.

```lean
/-- The ground-state average `⟨p⟩` of a polynomial, with weight `exp(-x²)/√π`. -/
def gaussAvg : ℝ[X] →ₗ[ℝ] ℝ where
  toFun p := (∫ x : ℝ, p.eval x * Real.exp (-x ^ 2)) / √Real.pi
  map_add' p q := by
    simp only [eval_add, add_mul]
    rw [integral_add (integrable_gauss p) (integrable_gauss q), add_div]
  map_smul' a p := by
    simp only [eval_smul, smul_eq_mul, mul_assoc, RingHom.id_apply]
    rw [integral_const_mul, mul_div_assoc]
```

The Gaussian integral \(\int e^{-x^2}dx=\sqrt\pi\) gives \(\langle1\rangle=1\).

```lean
/-- The ground-state weight is normalised: `⟨1⟩ = 1`. -/
theorem gaussAvg_one : gaussAvg 1 = 1 := by
  have h := integral_gaussian 1
  simp only [neg_mul, one_mul, div_one] at h
  change (∫ x : ℝ, (1 : ℝ[X]).eval x * Real.exp (-x ^ 2)) / √Real.pi = 1
  simp only [eval_one, one_mul]
  rw [h]
  exact div_self (Real.sqrt_pos.mpr Real.pi_pos).ne'
```

Since \((p\,e^{-x^2})'=(p'-2xp)e^{-x^2}\) and the boundary terms vanish,
\[\langle p'\rangle=2\langle xp\rangle .\]
In Lean, `hd` is this derivative, and integrability of the function and its derivative makes the total integral zero.

```lean
/-- Integration by parts in the ground state: `⟨p'⟩ = 2 ⟨x p⟩`. -/
theorem gaussAvg_derivative (p : ℝ[X]) :
    gaussAvg (derivative p) = 2 * gaussAvg (X * p) := by
  -- the integrand is the total derivative of `p exp(-x²)`
  have hd : ∀ x : ℝ, HasDerivAt (fun y : ℝ => p.eval y * Real.exp (-y ^ 2))
      ((derivative p - (2 : ℝ) • (X * p)).eval x * Real.exp (-x ^ 2)) x := by
    intro x
    have hp : HasDerivAt (fun y : ℝ => y ^ 2) (2 * x) x := by
      simpa using hasDerivAt_pow 2 x
    refine ((p.hasDerivAt x).fun_mul hp.fun_neg.exp).congr_deriv ?_
    simp only [eval_sub, eval_smul, eval_mul, eval_X, smul_eq_mul]
    ring
  have h := integral_eq_zero_of_hasDerivAt_of_integrable hd
    (integrable_gauss _) (integrable_gauss p)
  have h0 : gaussAvg (derivative p - (2 : ℝ) • (X * p)) = 0 := by
    change (∫ x : ℝ, (derivative p - (2 : ℝ) • (X * p)).eval x * Real.exp (-x ^ 2))
      / √Real.pi = 0
    rw [h, zero_div]
  rw [map_sub, map_smul, smul_eq_mul] at h0
  linarith
```

## From the differential equation to a polynomial identity

One derivative gives \((p\psi_0)'=(p'-xp)\psi_0\), and a second gives \((p''-2xp'-p+x^2p)\psi_0\). The terms in \(p\) and \(x^2p\) cancel in
\[(H_0-\tfrac12)(p\psi_0)=(xp'-\tfrac12p'')\psi_0 .\]
The proof applies the one-derivative rule `hd` twice.

```lean
/-- On `p ψ0` the shifted Hamiltonian acts as `(H0 - 1/2)(p ψ0) = (x p' - p''/2) ψ0`. -/
theorem oscillator_state (p : ℝ[X]) (x : ℝ) :
    oscillator (state p) x - 1 / 2 * state p x =
      state (X * derivative p - (1 / 2 : ℝ) • derivative (derivative p)) x := by
  have hd : ∀ q : ℝ[X], deriv (state q) = state (derivative q - X * q) := by
    intro q
    funext y
    have hp : HasDerivAt (fun z : ℝ => z ^ 2) (2 * y) y := by
      simpa using hasDerivAt_pow 2 y
    have h : HasDerivAt (fun z : ℝ => q.eval z * Real.exp (-z ^ 2 / 2))
        (state (derivative q - X * q) y) y := by
      refine ((q.hasDerivAt y).fun_mul (hp.fun_neg.div_const 2).exp).congr_deriv ?_
      simp only [state, eval_sub, eval_mul, eval_X]
      ring
    exact h.deriv
  simp only [oscillator, hd]
  simp only [state, derivative_sub, derivative_mul, derivative_X, eval_sub, eval_add,
    eval_mul, eval_X, eval_one, eval_smul, smul_eq_mul]
  ring
```

Dividing the Sternheimer equation by the positive Gaussian leaves
\[V+xf'=\tfrac12f''+E .\]
It holds at every real \(x\), so it is an identity of polynomials.

```lean
/-- The Sternheimer equation implies the polynomial identity `V + x f' = f''/2 + E`. -/
theorem Sternheimer.reduced {V f : ℝ[X]} {E : ℝ} (h : Sternheimer V f E) :
    V + X * derivative f = (1 / 2 : ℝ) • derivative (derivative f) + E • (1 : ℝ[X]) := by
  refine Polynomial.funext fun x => ?_
  have hx := h x
  rw [oscillator_state] at hx
  simp only [state, eval_sub, eval_mul, eval_X, eval_one, eval_smul, smul_eq_mul] at hx
  apply mul_right_cancel₀ (Real.exp_pos (-x ^ 2 / 2)).ne'
  simp only [eval_add, eval_mul, eval_X, eval_one, eval_smul, smul_eq_mul]
  linear_combination hx
```

Average it. Integration by parts gives \(\tfrac12\langle f''\rangle=\langle xf'\rangle\), so \(E=\langle V\rangle\), the first-order energy.

```lean
/-- If the Sternheimer equation has a solution `f ψ0` with `f` a polynomial, its energy
constant is the ground-state average of the perturbation, `E = ⟨V⟩`. -/
theorem first_order_energy {V f : ℝ[X]} {E : ℝ} (h : Sternheimer V f E) :
    E = gaussAvg V := by
  have h1 := congrArg gaussAvg h.reduced
  simp only [map_add, map_smul, smul_eq_mul, gaussAvg_one] at h1
  have h2 := gaussAvg_derivative (derivative f)
  linarith
```

## The displacement is the mean force

Multiply the identity by \(x\) and average, using \(\langle x\rangle=0\):
\[\langle xV\rangle+\langle x^2f'\rangle=\tfrac12\langle xf''\rangle .\]
Integration by parts on \(xf'\) gives \(\langle f'\rangle+\langle xf''\rangle=2\langle x^2f'\rangle\), so \(\langle xV\rangle=-\tfrac12\langle f'\rangle=-\langle xf\rangle\). With \(\langle V'\rangle=2\langle xV\rangle\) this becomes
\[2\langle xf\rangle=-\langle V'\rangle ,\]
which is `hforce`. The mean position along the line is
\[\frac{2t\langle xf\rangle+t^2\langle xf^2\rangle}{1+2t\langle f\rangle+t^2\langle f^2\rangle},\]
recorded as `hmean`. Its numerator vanishes at \(t=0\) and its denominator is one there, so the quotient rule gives the derivative \(2\langle xf\rangle\). The right-hand side \(-\langle V'\rangle\) is the average force due to \(V\), divided by a force constant of one.

```lean
/-- For polynomial `V` and `f` obeying the Sternheimer equation, the mean position in
`ψ0 + t f ψ0` has derivative `-⟨V'⟩` at `t = 0`: the displacement is the mean force. -/
theorem displacement_eq_mean_force {V f : ℝ[X]} {E : ℝ} (h : Sternheimer V f E) :
    HasDerivAt (fun t : ℝ => meanPosition (fun x => state 1 x + t * state f x))
      (-gaussAvg (derivative V)) 0 := by
  have hX : gaussAvg X = 0 := by
    have h1 := gaussAvg_derivative 1
    rw [derivative_one, map_zero, mul_one] at h1
    linarith
  -- the Sternheimer equation averaged against `x`
  have hforce : 2 * gaussAvg (X * f) = -gaussAvg (derivative V) := by
    have h1 := congrArg (fun p => gaussAvg (X * p)) h.reduced
    simp only [mul_add, mul_smul_comm, map_add, map_smul, smul_eq_mul, mul_one, hX] at h1
    have h2 := gaussAvg_derivative (X * derivative f)
    rw [derivative_mul, derivative_X, one_mul, map_add] at h2
    have h3 := gaussAvg_derivative f
    have h4 := gaussAvg_derivative V
    linarith
  -- numerator and denominator of the mean position are quadratic in `t`
  have expand : ∀ (q : ℝ[X]) (t : ℝ), gaussAvg (q * ((1 + t • f) * (1 + t • f))) =
      gaussAvg q + 2 * t * gaussAvg (q * f) + t ^ 2 * gaussAvg (q * (f * f)) := by
    intro q t
    have e : q * ((1 + t • f) * (1 + t • f)) =
        q + (2 * t) • (q * f) + (t ^ 2) • (q * (f * f)) := by
      refine Polynomial.funext fun x => ?_
      simp only [eval_add, eval_mul, eval_one, eval_smul, smul_eq_mul]
      ring
    rw [e]
    simp only [map_add, map_smul, smul_eq_mul]
  have hmean : ∀ t : ℝ, meanPosition (fun x => state 1 x + t * state f x) =
      (0 + 2 * t * gaussAvg (X * f) + t ^ 2 * gaussAvg (X * (f * f))) /
        (1 + 2 * t * gaussAvg (1 * f) + t ^ 2 * gaussAvg (1 * (f * f))) := by
    intro t
    have hsq : ∀ x : ℝ, (state 1 x + t * state f x) ^ 2 =
        (1 * ((1 + t • f) * (1 + t • f))).eval x * Real.exp (-x ^ 2) := by
      intro x
      have he : Real.exp (-x ^ 2) = Real.exp (-x ^ 2 / 2) * Real.exp (-x ^ 2 / 2) := by
        rw [← Real.exp_add]
        congr 1
        ring
      rw [he]
      simp only [state, eval_add, eval_mul, eval_one, eval_smul, smul_eq_mul]
      ring
    have hxsq : ∀ x : ℝ, x * (state 1 x + t * state f x) ^ 2 =
        (X * ((1 + t • f) * (1 + t • f))).eval x * Real.exp (-x ^ 2) := by
      intro x
      rw [hsq]
      simp only [eval_mul, eval_X, eval_one]
      ring
    have h1 := expand 1 t
    have h2 := expand X t
    rw [gaussAvg_one] at h1
    rw [hX] at h2
    rw [← h1, ← h2]
    simp only [meanPosition, hxsq]
    simp only [hsq]
    exact (div_div_div_cancel_right₀ (Real.sqrt_pos.mpr Real.pi_pos).ne' _ _).symm
  have quad : ∀ u v w : ℝ,
      HasDerivAt (fun t : ℝ => u + 2 * t * v + t ^ 2 * w) (2 * v) 0 := by
    intro u v w
    refine (((((hasDerivAt_id' (0 : ℝ)).const_mul 2).mul_const v).const_add u).fun_add
      ((hasDerivAt_pow 2 (0 : ℝ)).mul_const w)).congr_deriv ?_
    simp
  rw [funext hmean, ← hforce]
  refine ((quad 0 _ _).fun_div (quad 1 _ _) (by simp)).congr_deriv ?_
  simp
```

In a vibrational calculation for a single mode with force constant \(k\), the leading anharmonic term is \(V=\Phi x^3/6\), where \(x\) is measured from the minimum of the Born–Oppenheimer energy and \(\Phi\) is the third derivative of that energy there. The same formula in ordinary units gives the shift \(-\Phi\langle x^2\rangle/(2k)\), with \(\langle x^2\rangle=\hbar/(2m\omega)\) for mass \(m\) and frequency \(\omega\). For a diatomic molecule, let \(x\) be the bond length minus its equilibrium value and \(m\) the reduced mass. A bond that softens on stretching then has \(\Phi<0\), and the shift makes its mean length in the vibrational ground state larger than the equilibrium length. The Sternheimer equation of density functional perturbation theory has the same structure, but acts on electronic orbitals and includes a self-consistent change of potential, which this one-coordinate model lacks.

## The cubic perturbation

For \(V=x^3\) take \(f=-(x+x^3/3)\).

```lean
/-- The polynomial factor `-(x + x³/3)` of the first-order state for the perturbation `x³`. -/
def cubicResponse : ℝ[X] := -(X + (1 / 3 : ℝ) • X ^ 3)
```

Then \(f'=-(1+x^2)\) and \(f''=-2x\), so \(xf'-\tfrac12f''=-x^3\). This is the Sternheimer equation with \(E=0\).

```lean
/-- The state `-(x + x³/3) ψ0` solves the Sternheimer equation for the perturbation `x³`,
with vanishing first-order energy. -/
theorem cubic_sternheimer : Sternheimer (X ^ 3) cubicResponse 0 := by
  intro x
  rw [oscillator_state]
  simp only [state, cubicResponse, derivative_neg, derivative_add, derivative_smul,
    derivative_X, derivative_X_pow, derivative_mul, derivative_C, derivative_one,
    eval_sub, eval_neg, eval_add, eval_mul, eval_smul, eval_pow, eval_X, eval_C, eval_one,
    eval_zero, smul_eq_mul, Nat.reduceSub, Nat.cast_ofNat]
  ring
```

Integration by parts on \(x^{n+1}\) gives \(\langle x^{n+2}\rangle=\tfrac{n+1}{2}\langle x^n\rangle\), hence \(\langle x^2\rangle=\tfrac12\), \(\langle x^4\rangle=\tfrac34\) and \(\langle x^6\rangle=\tfrac{15}8\). The second-order energy, taken as the matrix element \(\langle\psi_0|x^3|\psi_1\rangle\), is
\[\langle x^3f\rangle=-\tfrac34-\tfrac13\cdot\tfrac{15}8=-\tfrac{11}8 ,\]
and the displacement per unit \(t\) is \(-\langle3x^2\rangle=-\tfrac32\). The theorem states the energy, the derivative of the mean position and the value of \(-3\langle x^2\rangle\) as three separate parts.

```lean
/-- For the perturbation `x³` the second-order energy `⟨ψ0|x³|ψ1⟩` is `-11/8`, and the
first-order displacement is `-3/2`, equal to the mean-force value `-3⟨x²⟩`. -/
theorem cubic_bond_expansion :
    gaussAvg (X ^ 3 * cubicResponse) = -11 / 8 ∧
    HasDerivAt (fun t : ℝ => meanPosition (fun x => state 1 x + t * state cubicResponse x))
      (-3 / 2) 0 ∧
    -3 * gaussAvg (X ^ 2) = -3 / 2 := by
  -- recursion for the Gaussian moments
  have m : ∀ n : ℕ, gaussAvg (X ^ (n + 2)) = ((n : ℝ) + 1) / 2 * gaussAvg (X ^ n) := by
    intro n
    have h := gaussAvg_derivative (X ^ (n + 1))
    rw [derivative_X_pow, ← smul_eq_C_mul, map_smul, smul_eq_mul, Nat.add_sub_cancel] at h
    push_cast at h
    have e : (X : ℝ[X]) ^ (n + 2) = X * X ^ (n + 1) := by ring
    rw [e]
    linear_combination -(1 / 2) * h
  have m2 : gaussAvg (X ^ 2) = 1 / 2 :=
    (m 0).trans (by rw [pow_zero, gaussAvg_one]; norm_num)
  have m4 : gaussAvg (X ^ 4) = 3 / 4 := (m 2).trans (by rw [m2]; norm_num)
  have m6 : gaussAvg (X ^ 6) = 15 / 8 := (m 4).trans (by rw [m4]; norm_num)
  refine ⟨?_, ?_, by rw [m2]; norm_num⟩
  · have e : X ^ 3 * cubicResponse = (-1 : ℝ) • X ^ 4 + (-1 / 3 : ℝ) • X ^ 6 := by
      refine Polynomial.funext fun x => ?_
      simp only [cubicResponse, eval_neg, eval_add, eval_mul, eval_smul, eval_pow, eval_X,
        smul_eq_mul]
      ring
    rw [e, map_add, map_smul, map_smul, m4, m6, smul_eq_mul, smul_eq_mul]
    norm_num
  · refine (displacement_eq_mean_force cubic_sternheimer).congr_deriv ?_
    rw [derivative_X_pow, ← smul_eq_C_mul, map_smul, smul_eq_mul]
    simp only [Nat.reduceSub, Nat.cast_ofNat]
    rw [m2]
    norm_num

end

end ZeroPointBondExpansion
```

```lean
#print axioms ZeroPointBondExpansion.first_order_energy
#print axioms ZeroPointBondExpansion.displacement_eq_mean_force
#print axioms ZeroPointBondExpansion.cubic_bond_expansion
```

```
'ZeroPointBondExpansion.first_order_energy' depends on axioms: [propext, Classical.choice, Quot.sound]
'ZeroPointBondExpansion.displacement_eq_mean_force' depends on axioms: [propext, Classical.choice, Quot.sound]
'ZeroPointBondExpansion.cubic_bond_expansion' depends on axioms: [propext, Classical.choice, Quot.sound]
```
